# Reflection, transmission and a unimodular scattering determinant in one-dimensional PT-symmetric scattering with finite amplitudes

The theorem `pt_conservation` concerns a 2 × 2 complex transfer matrix M with unit determinant whose entrywise complex conjugate is its inverse, which is the form PT symmetry takes here. Assuming M₂₂ ≠ 0, so that the amplitudes t = 1/M₂₂, r = −M₂₁/M₂₂ and r′ = M₁₂/M₂₂ are finite, it states that r·conj(r′) = 1 − |t|² and that the scattering matrix S = [[r, t], [t, r′]] has a determinant of modulus one. The attempt takes the conjugation rules for the entries of M from `conj_entries` and, for each part, clears denominators and appeals to det M = 1. For the second part it first aims to show det S = −conj(M₂₂)/M₂₂, whose modulus is one because a number and its conjugate have equal modulus.

This version doesn't compile in Lean 4 with Mathlib:

```lean
import Mathlib

open Matrix ComplexConjugate

namespace PTScattering

noncomputable section

/-- A transfer matrix of unit determinant that is PT symmetric: its complex conjugate is its
inverse. -/
structure IsPTSymmetric (M : Matrix (Fin 2) (Fin 2) ℂ) : Prop where
  det_eq_one : M.det = 1
  mul_conj : M * M.map (starRingEnd ℂ) = 1

/-- Transmission amplitude `t = 1 / M22`, for unit determinant and `M22 ≠ 0`. -/
def trans (M : Matrix (Fin 2) (Fin 2) ℂ) : ℂ := 1 / M 1 1

/-- Reflection amplitude `r = -M21 / M22` for a wave from the left, for `M22 ≠ 0`. -/
def reflL (M : Matrix (Fin 2) (Fin 2) ℂ) : ℂ := -M 1 0 / M 1 1

/-- Reflection amplitude `r' = M12 / M22` for a wave from the right, for `M22 ≠ 0`. -/
def reflR (M : Matrix (Fin 2) (Fin 2) ℂ) : ℂ := M 0 1 / M 1 1

/-- The scattering matrix `[[r, t], [t, r']]`, for unit determinant and `M22 ≠ 0`. -/
def scatteringMatrix (M : Matrix (Fin 2) (Fin 2) ℂ) : Matrix (Fin 2) (Fin 2) ℂ :=
  !![reflL M, trans M; trans M, reflR M]

/-- PT symmetry makes the diagonal entries of the transfer matrix conjugate to each other and
turns each off-diagonal entry into minus its own conjugate. -/
theorem conj_entries {M : Matrix (Fin 2) (Fin 2) ℂ} (h : IsPTSymmetric M) :
    conj (M 1 1) = M 0 0 ∧ conj (M 0 1) = -M 0 1 ∧ conj (M 1 0) = -M 1 0 := by
  -- the conjugate is the inverse, which is the adjugate at unit determinant
  have key : M.map (starRingEnd ℂ) = M.adjugate := by
    calc M.map (starRingEnd ℂ) = (M.adjugate * M) * M.map (starRingEnd ℂ) := by
          rw [Matrix.adjugate_mul, h.det_eq_one, one_smul, one_mul]
      _ = M.adjugate := by rw [mul_assoc, h.mul_conj, mul_one]
  rw [Matrix.adjugate_fin_two] at key
  exact ⟨by simpa using congrFun (congrFun key 1) 1, by simpa using congrFun (congrFun key 0) 1,
    by simpa using congrFun (congrFun key 1) 0⟩

/-- Generalized conservation law of PT-symmetric scattering: `r conj(r') = 1 - |t|²`, and the
determinant of the scattering matrix has modulus one. -/
theorem pt_conservation {M : Matrix (Fin 2) (Fin 2) ℂ} (h : IsPTSymmetric M) (hM : M 1 1 ≠ 0) :
    reflL M * conj (reflR M) = 1 - (‖trans M‖ : ℂ) ^ 2 ∧ ‖(scatteringMatrix M).det‖ = 1 := by
  obtain ⟨h11, h01, -⟩ := conj_entries h
  have hdet := h.det_eq_one
  rw [Matrix.det_fin_two] at hdet
  have h0 : M 0 0 ≠ 0 := by
    rw [← h11]
    exact (map_ne_zero _).mpr hM
  constructor
  · have ht : (‖trans M‖ : ℂ) ^ 2 = trans M * conj (trans M) := by
      rw [Complex.mul_conj, Complex.normSq_eq_norm_sq, Complex.ofReal_pow]
    rw [ht]
    simp only [trans, reflL, reflR, map_div₀, map_one, h11, h01]
    field_simp
    linear_combination -hdet
  · -- the determinant is a ratio of conjugate numbers
    have hS : (scatteringMatrix M).det = -(conj (M 1 1)) / M 1 1 := by
      rw [h11, scatteringMatrix, Matrix.det_fin_two_of]
      simp only [trans, reflL, reflR]
      field_simp
      linear_combination -hdet
    rw [hS, norm_div, norm_neg, RCLike.norm_conj, div_self (norm_ne_zero_iff.mpr hM)]

end

end PTScattering
```

Lean reports:

```
Main.lean:63:6: error: ring failed, ring expressions not equal
M : Matrix (Fin 2) (Fin 2) ℂ
h : IsPTSymmetric M
hM : M 1 1 ≠ 0
h11 : (starRingEnd ℂ) (M 1 1) = M 0 0
h01 : (starRingEnd ℂ) (M 0 1) = -M 0 1
hdet : M 0 0 * M 1 1 - M 0 1 * M 1 0 = 1
h0 : M 0 0 ≠ 0
⊢ -2 - M 1 0 * M 0 1 * 2 + M 0 0 * M 1 1 * 2 = 0
```

What went wrong. The error is in the proof of `hS`, the formula for det S, and comes from a wrong sign. `linear_combination e` subtracts the two sides of `e` from the two sides of the goal and asks `ring` to check that what remains vanishes identically.

After `field_simp`, the left side of the goal minus the right is M₀₀M₁₁ − M₀₁M₁₀ − 1, in Lean's indices from zero. This is exactly the left side of `hdet` minus its right. Subtracting `-hdet` therefore adds this expression a second time instead of cancelling it, and the message shows the doubled remainder. That remainder is in fact zero, by `hdet`, but `ring` does not use hypotheses, so it fails.

With `linear_combination hdet` the two expressions cancel and the check succeeds. The `-hdet` in the first part of the theorem is right and stays, since there the difference has the opposite sign. The other change, adding “up to sign” to a comment, is mere tidying.

After these edits no error is left:

```diff
@@ -56,10 +56,10 @@
     field_simp
     linear_combination -hdet
-  · -- the determinant is a ratio of conjugate numbers
+  · -- the determinant is, up to sign, a ratio of conjugate numbers
     have hS : (scatteringMatrix M).det = -(conj (M 1 1)) / M 1 1 := by
       rw [h11, scatteringMatrix, Matrix.det_fin_two_of]
       simp only [trans, reflL, reflR]
       field_simp
-      linear_combination -hdet
+      linear_combination hdet
     rw [hS, norm_div, norm_neg, RCLike.norm_conj, div_self (norm_ne_zero_iff.mpr hM)]
 
```
